# Sampling Wick contractions one at a time loses the average sign when all off-diagonal contractions equal the same x, 0 < x < 1

Suppose I evaluate a fermionic correlator by drawing complete Wick contractions one at a time, each with probability proportional to its unsigned weight, and recording its sign. In my test case every elementary contraction is positive: 1 on the diagonal of the contraction matrix and the same \(x\) everywhere else, with \(0<x<1\). The determinant I am after is positive too, so the signs never cancel completely. Does the average sign still vanish as the number \(n\) of pairs grows, and if so, how fast?

## Factorially many contractions against a shrinking determinant

It vanishes, and faster than any exponential. One physical reading of your matrix \(A_n\) is the overlap matrix of \(n\) normalised, non-orthogonal orbitals with common overlap \(x\). The vacuum contraction of an annihilator with a creator is then such an overlap, and \(\det A_n\) is the squared norm of the state that the \(n\) creators make from the vacuum: a Slater determinant with the usual prefactor \(1/\sqrt{n!}\), not normalised further.

A complete contraction is a permutation \(\sigma\) with weight \(W_\sigma=\prod_i A_{\sigma(i),i}\). (Many textbooks keep the word "contraction" for a single pair.) The average sign is

\[
s_n=\frac{\sum_\sigma W_\sigma\,\mathrm{sgn}\,\sigma}{\sum_\sigma W_\sigma}=\frac{\det A_n}{\operatorname{perm}A_n}.
\]

The recorded signs alone therefore estimate a ratio. To obtain the correlator \(\det A_n\) itself, you must also know the total weight \(\operatorname{perm}A_n\).

For the numerator, take size \(n+1\), let \(u\) be the column of \(n+1\) ones, and for \(x\neq1\) set \(q=x/(1-x)\). Then \(A_{n+1}=(1-x)(I+q\,uu^T)\). Since \(\det(I+q\,uu^T)=1+q\,u^Tu=1+(n+1)q\),

\[
\det A_{n+1}=(1-x)^{n+1}\left(1+\frac{(n+1)x}{1-x}\right)=(1-x)^n(1+nx).
\]

At \(x=1\) the formula also holds: the determinant is 1 at size one, and two rows coincide at every larger size. Bernoulli's inequality \(1+nx\le(1+x)^n\) gives \(\det A_{n+1}\le(1-x^2)^n\) for \(0\le x\le1\).

For the denominator, every entry is at least \(x\), so each of the \((n+1)!\) weights is at least \(x^{n+1}\). Hence, for \(0<x<1\),

\[
0<s_{n+1}\le\frac{(1-x^2)^n}{(n+1)!\,x^{n+1}}.
\]

Multiply by \(R^{n+1}\) for any real \(R\). The absolute value is at most \((|R|/x)^{n+1}/(n+1)!\), which tends to zero.

The noise follows from \((\mathrm{sgn}\,\sigma)^2=1\). The variance of the sign is \(1-2s_n^2+s_n^2=1-s_n^2\), so the relative variance is \(1/s_n^2-1\), which diverges.

Take \(n=3\) and \(x=1/2\). The determinant is \((1/2)^2\cdot2=1/2\) and the permanent is \(1+3x^2+2x^3=2\), so \(s_3=1/4\). The relative variance is 15, and estimating the average sign with a 10% relative standard error takes 1500 independent draws. At \(n=1\) there is a single contraction, the sign is always \(+1\), and the variance is zero.

## The same statements in Lean

```lean
import Mathlib

open Filter Topology

namespace WickContractionSign

noncomputable section

/-- The `n` by `n` matrix of contractions with diagonal entries `1` and all off-diagonal
entries equal to `x`. -/
def uniformMatrix (n : ℕ) (x : ℝ) : Matrix (Fin n) (Fin n) ℝ :=
  Matrix.of fun i j => if i = j then 1 else x

/-- The weight of the Wick contraction that pairs `i` with `σ i`: the product of its
elementary contractions, without the fermionic sign. -/
def weight {n : ℕ} (A : Matrix (Fin n) (Fin n) ℝ) (σ : Equiv.Perm (Fin n)) : ℝ :=
  ∏ i, A (σ i) i

/-- The fermionic sign of a Wick contraction, as a real number. -/
def sgn {n : ℕ} (σ : Equiv.Perm (Fin n)) : ℝ := ((Equiv.Perm.sign σ : ℤ) : ℝ)

/-- The mean of `f` over single Wick contractions drawn in proportion to their weight,
for nonnegative weights with nonzero sum. -/
def mean {n : ℕ} (A : Matrix (Fin n) (Fin n) ℝ) (f : Equiv.Perm (Fin n) → ℝ) : ℝ :=
  (∑ σ, weight A σ * f σ) / ∑ σ, weight A σ

/-- The average sign of the sampled contractions, for nonnegative weights with nonzero sum. -/
def averageSign {n : ℕ} (A : Matrix (Fin n) (Fin n) ℝ) : ℝ := mean A sgn

/-- The variance of the sign of the sampled contractions, for nonnegative weights with
nonzero sum. -/
def signVariance {n : ℕ} (A : Matrix (Fin n) (Fin n) ℝ) : ℝ :=
  mean A fun σ => (sgn σ - averageSign A) ^ 2

/-- The average sign is the ratio of the determinant to the permanent. -/
theorem averageSign_eq {n : ℕ} (A : Matrix (Fin n) (Fin n) ℝ) :
    averageSign A = A.det / A.permanent := by
  have h : ∑ σ, weight A σ * sgn σ = A.det := by
    rw [Matrix.det_apply']
    exact Finset.sum_congr rfl fun σ _ => mul_comm _ _
  rw [← h]
  rfl

/-- The determinant of the uniform matrix of size `n + 1` is `(1 - x)^n (1 + n x)`. -/
theorem det_uniformMatrix (n : ℕ) (x : ℝ) :
    (uniformMatrix (n + 1) x).det = (1 - x) ^ n * (1 + n * x) := by
  by_cases hx : x = 1
  · -- all entries are equal, so two rows coincide as soon as there are two
    subst hx
    cases n with
    | zero => simp [uniformMatrix]
    | succ m =>
      have h01 : (0 : Fin (m + 1 + 1)) ≠ 1 := by simp
      rw [Matrix.det_zero_of_row_eq h01 (by ext k; simp [uniformMatrix])]
      simp
  · have h : 1 - x ≠ 0 := sub_ne_zero.mpr (Ne.symm hx)
    obtain ⟨q, hq⟩ : ∃ q, (1 - x) * q = x := ⟨x / (1 - x), by field_simp⟩
    let U : Matrix (Fin (n + 1)) (Fin 1) ℝ := Matrix.of fun _ _ => q
    let V : Matrix (Fin 1) (Fin (n + 1)) ℝ := Matrix.of fun _ _ => 1
    -- the matrix is a multiple of the identity plus a rank-one matrix
    have hA : uniformMatrix (n + 1) x = (1 - x) • (1 + U * V) := by
      ext i j
      by_cases hij : i = j
      · subst hij
        simp [uniformMatrix, U, V, Matrix.mul_apply]
        linear_combination -hq
      · simp [uniformMatrix, U, V, Matrix.mul_apply, hij, hq]
    have hd : (1 + V * U : Matrix (Fin 1) (Fin 1) ℝ) 0 0 = 1 + ((n : ℝ) + 1) * q := by
      simp [U, V, Matrix.mul_apply]
    rw [hA, Matrix.det_smul, Matrix.det_one_add_mul_comm, Matrix.det_fin_one,
      Fintype.card_fin, hd]
    linear_combination (1 - x) ^ n * ((n : ℝ) + 1) * hq

/-- For `0 ≤ x ≤ 1` the determinant of size `n + 1` is at most `(1 - x²)^n`. -/
theorem det_uniformMatrix_le (n : ℕ) {x : ℝ} (h0 : 0 ≤ x) (h1 : x ≤ 1) :
    (uniformMatrix (n + 1) x).det ≤ (1 - x ^ 2) ^ n := by
  rw [det_uniformMatrix]
  -- Bernoulli's inequality for the second factor
  calc (1 - x) ^ n * (1 + n * x) ≤ (1 - x) ^ n * (1 + x) ^ n :=
        mul_le_mul_of_nonneg_left (one_add_mul_le_pow (by linarith) n)
          (pow_nonneg (by linarith) n)
    _ = (1 - x ^ 2) ^ n := by
        rw [← mul_pow]
        congr 1
        ring

/-- For `0 ≤ x ≤ 1` the total weight of all `n!` contractions is at least `n! x^n`. -/
theorem le_permanent_uniformMatrix (n : ℕ) {x : ℝ} (h0 : 0 ≤ x) (h1 : x ≤ 1) :
    (n.factorial : ℝ) * x ^ n ≤ (uniformMatrix n x).permanent := by
  calc (n.factorial : ℝ) * x ^ n = ∑ _σ : Equiv.Perm (Fin n), ∏ _i : Fin n, x := by
        simp [Fintype.card_perm]
    _ ≤ (uniformMatrix n x).permanent := by
        unfold Matrix.permanent
        refine Finset.sum_le_sum fun σ _ => Finset.prod_le_prod (fun i _ => h0) fun i _ => ?_
        by_cases h : σ i = i <;> simp [uniformMatrix, h, h1]

/-- For `0 < x < 1` the average sign at size `n + 1` is positive and at most
`(1 - x²)^n / ((n + 1)! x^(n + 1))`. -/
theorem averageSign_bounds (n : ℕ) {x : ℝ} (h0 : 0 < x) (h1 : x < 1) :
    0 < averageSign (uniformMatrix (n + 1) x) ∧
      averageSign (uniformMatrix (n + 1) x) ≤
        (1 - x ^ 2) ^ n / (((n + 1).factorial : ℝ) * x ^ (n + 1)) := by
  have hp := le_permanent_uniformMatrix (n + 1) h0.le h1.le
  have hpos : 0 < ((n + 1).factorial : ℝ) * x ^ (n + 1) := by positivity
  rw [averageSign_eq]
  constructor
  · refine div_pos ?_ (lt_of_lt_of_le hpos hp)
    rw [det_uniformMatrix]
    exact mul_pos (pow_pos (by linarith) n) (by positivity)
  · exact div_le_div₀ (pow_nonneg (by nlinarith) n)
      (det_uniformMatrix_le n h0.le h1.le) hpos hp

/-- For `0 < x < 1` the average sign decays faster than any exponential: multiplied by
`R^n`, for any real `R`, it still tends to zero as `n` grows. -/
theorem averageSign_superexponential {x : ℝ} (h0 : 0 < x) (h1 : x < 1) (R : ℝ) :
    Tendsto (fun n : ℕ => R ^ n * averageSign (uniformMatrix n x)) atTop (𝓝 0) := by
  refine (tendsto_add_atTop_iff_nat 1).1 ?_
  -- the factorial number of contractions beats every power
  have hlim := (tendsto_add_atTop_iff_nat 1).2
    (FloorSemiring.tendsto_pow_div_factorial_atTop (|R| / x))
  refine squeeze_zero_norm (fun n => ?_) hlim
  obtain ⟨hpos, hle⟩ := averageSign_bounds n h0 h1
  have hone : (1 - x ^ 2) ^ n ≤ 1 := pow_le_one₀ (by nlinarith) (by nlinarith)
  show |R ^ (n + 1) * averageSign (uniformMatrix (n + 1) x)| ≤
    (|R| / x) ^ (n + 1) / ((n + 1).factorial : ℝ)
  rw [abs_mul, abs_pow, abs_of_pos hpos]
  calc |R| ^ (n + 1) * averageSign (uniformMatrix (n + 1) x)
      ≤ |R| ^ (n + 1) * (1 / (((n + 1).factorial : ℝ) * x ^ (n + 1))) :=
        mul_le_mul_of_nonneg_left (hle.trans (by gcongr)) (by positivity)
    _ = (|R| / x) ^ (n + 1) / ((n + 1).factorial : ℝ) := by
        rw [div_pow]
        field_simp

/-- For `0 < x < 1` the ratio of determinant to permanent of the uniform matrix tends to
zero as its size grows. -/
theorem det_div_permanent_tendsto_zero {x : ℝ} (h0 : 0 < x) (h1 : x < 1) :
    Tendsto (fun n : ℕ => (uniformMatrix n x).det / (uniformMatrix n x).permanent)
      atTop (𝓝 0) := by
  simpa [averageSign_eq] using averageSign_superexponential h0 h1 1

/-- If the total weight is nonzero, the variance of the sign is one minus the square of the
average sign. -/
theorem signVariance_eq {n : ℕ} (A : Matrix (Fin n) (Fin n) ℝ) (hA : A.permanent ≠ 0) :
    signVariance A = 1 - averageSign A ^ 2 := by
  have hW : ∑ σ, weight A σ ≠ 0 := hA
  have hs : ∀ σ : Equiv.Perm (Fin n), sgn σ ^ 2 = 1 := fun σ => by
    rcases Int.units_eq_one_or (Equiv.Perm.sign σ) with h | h <;> simp [sgn, h]
  have hN : ∑ σ, weight A σ * sgn σ = averageSign A * ∑ σ, weight A σ :=
    (div_eq_iff hW).1 rfl
  -- expand the square and use that every sign squares to one
  have hsum : ∑ σ, weight A σ * (sgn σ - averageSign A) ^ 2 =
      (1 - averageSign A ^ 2) * ∑ σ, weight A σ := by
    calc ∑ σ, weight A σ * (sgn σ - averageSign A) ^ 2
        = ∑ σ, ((1 + averageSign A ^ 2) * weight A σ
            - 2 * averageSign A * (weight A σ * sgn σ)) :=
          Finset.sum_congr rfl fun σ _ => by linear_combination weight A σ * hs σ
      _ = (1 + averageSign A ^ 2) * ∑ σ, weight A σ
            - 2 * averageSign A * ∑ σ, weight A σ * sgn σ := by
          rw [Finset.sum_sub_distrib, ← Finset.mul_sum, ← Finset.mul_sum]
      _ = (1 - averageSign A ^ 2) * ∑ σ, weight A σ := by
          rw [hN]
          ring
  have h := (div_eq_iff hW).2 hsum
  exact h

/-- For `0 < x < 1` the variance of the sign divided by the square of the average sign
grows without bound with the size of the matrix. -/
theorem relative_variance_tendsto_atTop {x : ℝ} (h0 : 0 < x) (h1 : x < 1) :
    Tendsto (fun n : ℕ => signVariance (uniformMatrix n x) /
      averageSign (uniformMatrix n x) ^ 2) atTop atTop := by
  have hS : Tendsto (fun n : ℕ => averageSign (uniformMatrix n x)) atTop (𝓝 0) := by
    simpa using averageSign_superexponential h0 h1 1
  refine (tendsto_add_atTop_iff_nat 1).1 (tendsto_atTop.2 fun b => ?_)
  have hlim : Tendsto (fun n : ℕ => (b + 1) * averageSign (uniformMatrix (n + 1) x) ^ 2)
      atTop (𝓝 0) := by
    simpa using (((tendsto_add_atTop_iff_nat 1).2 hS).pow 2).const_mul (b + 1)
  filter_upwards [(tendsto_order.1 hlim).2 1 one_pos] with n hn
  have hperm : 0 < (uniformMatrix (n + 1) x).permanent :=
    lt_of_lt_of_le (by positivity) (le_permanent_uniformMatrix (n + 1) h0.le h1.le)
  rw [signVariance_eq _ hperm.ne', le_div_iff₀ (pow_pos (averageSign_bounds n h0 h1).1 2)]
  linarith

end

end WickContractionSign
```

```lean
#print axioms WickContractionSign.averageSign_superexponential
-- 'WickContractionSign.averageSign_superexponential' depends on axioms: [propext, Classical.choice, Quot.sound]
#print axioms WickContractionSign.det_div_permanent_tendsto_zero
-- 'WickContractionSign.det_div_permanent_tendsto_zero' depends on axioms: [propext, Classical.choice, Quot.sound]
#print axioms WickContractionSign.relative_variance_tendsto_atTop
-- 'WickContractionSign.relative_variance_tendsto_atTop' depends on axioms: [propext, Classical.choice, Quot.sound]
```

## What the definitions and theorems say

`uniformMatrix n x` is \(A_n\), with indices in `Fin n`. A contraction is an element of `Equiv.Perm (Fin n)`; `weight` is \(W_\sigma\) and `sgn` its fermionic sign as a real number. `mean` is a weighted average written as a ratio of finite sums. It describes sampling when the weights are nonnegative and their sum is nonzero, as they are here for \(0<x<1\). No random number generator or Markov chain is modelled.

`averageSign_eq` identifies the average sign with determinant over permanent for any real square matrix. `det_uniformMatrix` gives the determinant for every real \(x\), with `n + 1` as the matrix size. For fixed \(x\) strictly between 0 and 1, `det_div_permanent_tendsto_zero` states that the ratio tends to zero as \(n\) grows, `averageSign_superexponential` that it does so even after multiplication by \(R^n\), and `relative_variance_tendsto_atTop` that the relative variance exceeds every bound.

The step left open is the one from equal, positive off-diagonal contractions to the propagator matrix of an actual system, whose entries can vary in size and sign. Within the uniform model, the result shows the sign problem that a Monte Carlo code meets when it samples contractions singly, whereas a determinant sums them all, signs included, at polynomial cost.

## How the Lean proofs reach the bounds

`averageSign_eq` expands the determinant over permutations; the denominator is the permanent by definition.

`det_uniformMatrix` splits on `x = 1`. Otherwise it obtains `q` and writes the rank-one part as `U * V`, a column times a row. `Matrix.det_one_add_mul_comm` exchanges the factors, leaving the 1 by 1 determinant \(1+(n+1)q\), and `linear_combination` eliminates \(q\).

`det_uniformMatrix_le` applies Bernoulli's inequality through `one_add_mul_le_pow`. `le_permanent_uniformMatrix` compares the permanent with the sum in which every factor is \(x\), term by term and factor by factor. `averageSign_bounds` divides one estimate by the other and adds positivity.

In `averageSign_superexponential` the sequence is shifted by one to match size \(n+1\), and \((1-x^2)^n\) is bounded by 1. `squeeze_zero_norm` then compares the result with a power over a factorial, whose limit is in Mathlib. The plain limit of the ratio is the case \(R=1\).

`signVariance_eq` expands the square under the sum, replaces each squared sign by 1, and divides by the total weight, which is assumed nonzero. For the divergence, let \(b\) be any real bound and write \(s\) for the average sign at size \(n+1\). Since \(s\) tends to zero, eventually \((b+1)s^2<1\). This rearranges to \(b\,s^2<1-s^2\), and dividing by \(s^2>0\) puts the relative variance above \(b\).
